# Among polynomial energies, the half-electron formula for the Hubbard U is exact at every occupation precisely when the degree is at most three

## From a cubic to a quartic energy

Let a localised shell hold x electrons, and suppose its energy is E(x) = x³ in some unit. Adding the second electron costs E(2) − E(1) = 7, while the slope of E half-way, at x = 3/2, is 27/4. Adding the first costs E(1) − E(0) = 1, and the slope at x = 1/2 is 3/4. Each slope is too small by 1/4. The difference of the two costs is 6, and so is the difference of the two slopes.

For E(x) = x⁴ the costs are 15 and 1, and the half-way slopes are 27/2 and 1/2. The errors are now 3/2 and 1/2, so they no longer cancel: the costs differ by 14, the slopes by 13.

These differences are two ways of computing a Hubbard U at occupation n = 1. In general, write E′ for the derivative of E and set

U_tot(n) = E(n+1) + E(n−1) − 2E(n)

U_half(n) = E′(n+1/2) − E′(n−1/2).

The first uses total energies at three occupations. The second uses orbital levels at two, because by Janak's theorem the level is the derivative of the total energy with respect to occupation. Both quantities arise in constrained density-functional calculations; in the model here, where the energy is a polynomial in a single occupation, their discrepancy can be found exactly. The expression U_half is the half-electron formula, and it is called exact at n when it equals U_tot(n).

## The error of one addition, and of two

Let E have degree at most four:

E(x) = c₀ + c₁x + c₂x² + c₃x³ + c₄x⁴.

Put m = n + 1/2, so that adding an electron takes the shell from m − 1/2 to m + 1/2. The cost of the addition minus the slope at m can be found power by power:

1: 0 − 0 = 0

x: 1 − 1 = 0

x²: 2m − 2m = 0

x³: (3m² + 1/4) − 3m² = 1/4

x⁴: (4m³ + m) − 4m³ = m.

Slater's transition-state estimate, which replaces the cost by the half-way level, therefore has the error

E(n+1) − E(n) − E′(n+1/2) = c₃/4 + c₄(n + 1/2).

Replacing n by n − 1 gives the error of the preceding addition, c₃/4 + c₄(n − 1/2). Since

U_tot(n) = [E(n+1) − E(n)] − [E(n) − E(n−1)],

subtracting the two errors gives

U_tot(n) − U_half(n) = c₄.

The cubic error is the same for both additions and cancels. The quartic error grows linearly with occupation, and its increment over one electron remains.

## Why no higher polynomial is exact everywhere

Now let E be a polynomial of any degree, and write D(n) = U_tot(n) − U_half(n). Differentiating term by term gives

D′(n) = E′(n+1) + E′(n−1) − 2E′(n) − [E″(n+1/2) − E″(n−1/2)],

which is the same error computed for E′ in place of E. If D vanishes at every n, then so does D′, and the formula is exact for E′ as well.

This permits an induction on a bound d for the degree. For d = 0 the energy is constant, hence at most cubic. Suppose the claim holds for bound d, and let E have degree at most d + 1 with D = 0 everywhere. Then E′ has degree at most d and is exact, so it is at most cubic, and E is at most quartic. The previous calculation gives c₄ = D(n) = 0, so E is at most cubic.

Small examples show what the hypotheses do. For E(x) = x⁵ the two values at n = 1 are 30 and 25, although c₄ = 0, so the quartic error formula needs its degree bound. For the shifted energy (x − 1)⁵ both values vanish at n = 1: exactness at a single occupation does not force a cubic. Nor does exactness everywhere if E need not be a polynomial. The function cos(2πx) and its derivative have period one, so both expressions for U are zero at every n.

## The energy and the two definitions of U in Lean

```lean
import Mathlib

open Polynomial

namespace HalfElectronHubbardU

noncomputable section
```

The energy is an element of `ℝ[X]`, the polynomials with real coefficients, and `E.eval x` is its value at occupation x. The coefficient c₄ is `E.coeff 4`.

```lean
/-- The orbital level at occupation `x`: the derivative of the total energy with respect to
the occupation. -/
def orbitalLevel (E : ℝ[X]) (x : ℝ) : ℝ := (derivative E).eval x
```

This definition builds Janak's theorem into the model: the level is the slope of the energy, and no Kohn–Sham equation is solved to obtain it.

```lean
/-- The Hubbard `U` from total energies: the second difference of the energy when one electron
is added to and one removed from occupation `n`. -/
def totalEnergyU (E : ℝ[X]) (n : ℝ) : ℝ :=
  E.eval (n + 1) + E.eval (n - 1) - 2 * E.eval n

/-- The Hubbard `U` from orbital levels: the difference of the levels at half an electron above
and half an electron below occupation `n`. -/
def halfElectronU (E : ℝ[X]) (n : ℝ) : ℝ :=
  orbitalLevel E (n + 1 / 2) - orbitalLevel E (n - 1 / 2)
```

These are U_tot and U_half. The occupation `n` is any real number, without the bounds that a physical shell would impose. Both definitions use the same smooth energy curve, so numerical noise, a change of self-consistent solution between occupations, and the slope discontinuities of the exact functional at integer electron number are not represented. Nor is any contribution from rehybridisation subtracted from the curvature.

## The quartic error formula

```lean
/-- For an energy of degree at most four, the energy of adding one electron differs from the
level at the half-way occupation by a quarter of the cubic coefficient plus the quartic
coefficient times the half-way occupation. -/
theorem transition_state_error (E : ℝ[X]) (hE : E.natDegree ≤ 4) (n : ℝ) :
    E.eval (n + 1) - E.eval n - orbitalLevel E (n + 1 / 2)
      = E.coeff 3 / 4 + E.coeff 4 * (n + 1 / 2) := by
  -- write the energy and the level out in coefficients
  have hval : ∀ x : ℝ, E.eval x = E.coeff 0 + E.coeff 1 * x + E.coeff 2 * x ^ 2
      + E.coeff 3 * x ^ 3 + E.coeff 4 * x ^ 4 := by
    intro x
    rw [eval_eq_sum_range' (show E.natDegree < 5 by omega)]
    simp only [Finset.sum_range_succ, Finset.sum_range_zero]
    ring
  have hder : ∀ x : ℝ, (derivative E).eval x = E.coeff 1 + 2 * E.coeff 2 * x
      + 3 * E.coeff 3 * x ^ 2 + 4 * E.coeff 4 * x ^ 3 := by
    intro x
    have hd : (derivative E).natDegree < 4 := by
      have := natDegree_derivative_le E
      omega
    rw [eval_eq_sum_range' hd]
    simp only [Finset.sum_range_succ, Finset.sum_range_zero, coeff_derivative, Nat.reduceAdd]
    push_cast
    ring
  rw [orbitalLevel, hval, hval, hder]
  ring
```

The hypothesis `E.natDegree ≤ 4` admits all lower degrees as well. The statement is the transition-state error c₃/4 + c₄(n + 1/2).

In the proof, `hval` writes the energy out in its five coefficients, and `hder` does the same for the derivative, whose degree is below four. Both use `eval_eq_sum_range'`, which turns evaluation into a finite sum once the degree is bounded. After substitution, `ring` carries out the expansion that was done above power by power.

```lean
/-- For an energy of degree at most four, the total-energy `U` exceeds the half-electron `U` by
exactly the quartic coefficient, at every occupation. -/
theorem totalEnergyU_sub_halfElectronU (E : ℝ[X]) (hE : E.natDegree ≤ 4) (n : ℝ) :
    totalEnergyU E n - halfElectronU E n = E.coeff 4 := by
  -- subtract the errors of two successive electron additions
  have h1 := transition_state_error E hE n
  have h2 := transition_state_error E hE (n - 1)
  rw [show n - 1 + 1 = n by ring, show n - 1 + 1 / 2 = n - 1 / 2 by ring] at h2
  unfold totalEnergyU halfElectronU
  linear_combination h1 - h2
```

This is U_tot(n) − U_half(n) = c₄. The preceding theorem is used twice, at `n` and at `n - 1`, and `linear_combination h1 - h2` subtracts the two errors. Because the right-hand side does not contain `n`, a discrepancy that varies with occupation rules out a polynomial energy of degree at most four.

## The characterisation of exactness

```lean
/-- The error of the half-electron formula varies with the occupation at a rate equal to the
error of the same formula applied to the derivative of the energy. -/
theorem hasDerivAt_error (E : ℝ[X]) (n : ℝ) :
    HasDerivAt (fun x => totalEnergyU E x - halfElectronU E x)
      (totalEnergyU (derivative E) n - halfElectronU (derivative E) n) n := by
  have up : ∀ (P : ℝ[X]) (a : ℝ),
      HasDerivAt (fun x => P.eval (x + a)) ((derivative P).eval (n + a)) n :=
    fun P a => HasDerivAt.comp_add_const n a (P.hasDerivAt (n + a))
  have down : ∀ (P : ℝ[X]) (a : ℝ),
      HasDerivAt (fun x => P.eval (x - a)) ((derivative P).eval (n - a)) n :=
    fun P a => HasDerivAt.comp_sub_const n a (P.hasDerivAt (n - a))
  unfold totalEnergyU halfElectronU orbitalLevel
  exact (((up E 1).fun_add (down E 1)).fun_sub ((E.hasDerivAt n).const_mul 2)).fun_sub
    ((up (derivative E) (1 / 2)).fun_sub (down (derivative E) (1 / 2)))
```

`HasDerivAt f f' n` says that the function f has derivative f' at n. Here f is the error D, and the derivative is the error of `derivative E`, with no restriction on the degree. The auxiliary facts `up` and `down` differentiate a polynomial at a shifted argument; the last lines combine them by the sum, difference and constant-multiple rules.

```lean
/-- If the half-electron formula is exact at every occupation for a polynomial energy whose
degree is at most `d`, then the energy is at most cubic. -/
theorem natDegree_le_three_of_exact (d : ℕ) : ∀ E : ℝ[X], E.natDegree ≤ d →
    (∀ n, totalEnergyU E n = halfElectronU E n) → E.natDegree ≤ 3 := by
  induction d with
  | zero =>
    intro E hd _
    omega
  | succ d ih =>
    intro E hd h
    -- exactness passes to the derivative of the energy
    have hder : ∀ n, totalEnergyU (derivative E) n = halfElectronU (derivative E) n := by
      intro n
      have h0 : (fun x => totalEnergyU E x - halfElectronU E x) = fun _ => (0 : ℝ) :=
        funext fun x => sub_eq_zero.mpr (h x)
      have h1 := hasDerivAt_error E n
      rw [h0] at h1
      exact sub_eq_zero.mp (h1.unique (hasDerivAt_const n (0 : ℝ)))
    have h3 : (derivative E).natDegree ≤ 3 := by
      refine ih (derivative E) ?_ hder
      have := natDegree_derivative_le E
      omega
    -- so the energy is at most quartic
    have h4 : E.natDegree ≤ 4 := by
      rw [natDegree_le_iff_coeff_eq_zero]
      intro N hN
      obtain ⟨k, rfl⟩ : ∃ k, N = k + 1 := ⟨N - 1, by omega⟩
      have hk : (derivative E).coeff k = 0 := coeff_eq_zero_of_natDegree_lt (by omega)
      rw [coeff_derivative] at hk
      exact (mul_eq_zero.mp hk).resolve_right (Nat.cast_add_one_ne_zero k)
    -- and its quartic coefficient is the error, which vanishes
    have hc : E.coeff 4 = 0 := by
      rw [← totalEnergyU_sub_halfElectronU E h4 0, h 0, sub_self]
    rw [natDegree_le_iff_coeff_eq_zero]
    intro N hN
    rcases Nat.lt_or_ge 4 N with hlt | hge
    · exact coeff_eq_zero_of_natDegree_lt (by omega)
    · obtain rfl : N = 4 := by omega
      exact hc
```

The induction follows the argument by hand. In the successor case, `h0` says that the error is the zero function. Its derivative is then both zero and the error of E′, and uniqueness of the derivative, `h1.unique`, makes the two equal. The induction hypothesis yields `h3`, that E′ is at most cubic.

To pass from E′ back to E, `h4` uses the fact that coefficient k of the derivative is k + 1 times coefficient k + 1 of E. If the former vanishes, so does the latter. Finally `hc` evaluates the quartic error formula at occupation 0, where exactness makes the left-hand side zero.

```lean
/-- Among polynomial energies of any degree, the half-electron formula for `U` is exact at every
occupation if and only if the energy is at most cubic. -/
theorem halfElectronU_exact_iff (E : ℝ[X]) :
    (∀ n, totalEnergyU E n = halfElectronU E n) ↔ E.natDegree ≤ 3 := by
  constructor
  · exact natDegree_le_three_of_exact E.natDegree E le_rfl
  · intro hE n
    have h := totalEnergyU_sub_halfElectronU E (by omega) n
    rw [coeff_eq_zero_of_natDegree_lt (show E.natDegree < 4 by omega)] at h
    exact sub_eq_zero.mp h
```

The quantifier over `n` stands inside the left-hand side of the equivalence: exactness is required at all real occupations. For the forward direction the degree of E itself serves as the bound `d`. The reverse direction is the quartic error formula with c₄ = 0.

## The two values for a pure quartic

For E(x) = x⁴ the expansions by hand are

U_tot(n) = (n+1)⁴ + (n−1)⁴ − 2n⁴ = 12n² + 2

U_half(n) = 4(n+1/2)³ − 4(n−1/2)³ = 12n² + 1.

At n = 1 these are the 14 and 13 found at the start. The absolute error is 1 at every occupation, while the error relative to U_tot is 1/14 at n = 1 and shrinks as the occupation grows. The proof evaluates the polynomial and its derivative and leaves the expansion to `ring`.

```lean
/-- For the purely quartic energy `x ^ 4`, the total-energy `U` is `12 n ^ 2 + 2` and the
half-electron `U` is `12 n ^ 2 + 1`. -/
theorem quartic_values (n : ℝ) :
    totalEnergyU (X ^ 4) n = 12 * n ^ 2 + 2 ∧ halfElectronU (X ^ 4) n = 12 * n ^ 2 + 1 := by
  constructor
  · simp only [totalEnergyU, eval_pow, eval_X]
    ring
  · simp only [halfElectronU, orbitalLevel, derivative_X_pow, eval_mul, eval_C, eval_pow,
      eval_X, Nat.cast_ofNat, Nat.reduceSub]
    ring

end

end HalfElectronHubbardU
```

```lean
#print axioms HalfElectronHubbardU.halfElectronU_exact_iff
#print axioms HalfElectronHubbardU.quartic_values
```

```
'HalfElectronHubbardU.halfElectronU_exact_iff' depends on axioms: [propext, Classical.choice, Quot.sound]
'HalfElectronHubbardU.quartic_values' depends on axioms: [propext, Classical.choice, Quot.sound]
```
